# A planar linear problem that Broyden's first method leaves unsolved after three full steps

Broyden's first method, a quasi-Newton scheme also used for self-consistent-field equations, is applied here to the linear residual f(x) = Ax − b with two real unknowns, A = [[−1, 0], [−1, 6]] and b = (−1, 0). The iteration starts from the origin with the unit matrix and takes full, undamped steps in exact arithmetic. The theorem states that for k = 0, 1, 2, 3 the approximate Jacobian B_k is invertible and the residual at x_k is nonzero. The proof works out three iterations explicitly, supplying each step s and checking that B s = −f(x), and then verifies the two claims for each k.

The first attempt, which Lean rejects:

```lean
import Mathlib

open Matrix

namespace FourStepsNeeded

noncomputable section

variable {ι : Type*} [Fintype ι] [DecidableEq ι]

/-- The residual `f(x) = A x - b` of the linear problem. -/
def residual (A : Matrix ι ι ℝ) (b x : ι → ℝ) : ι → ℝ := A *ᵥ x - b

/-- The full quasi-Newton step `s = -B⁻¹ f(x)`, for invertible `B`. -/
def fullStep (A : Matrix ι ι ℝ) (b x : ι → ℝ) (B : Matrix ι ι ℝ) : ι → ℝ :=
  -(B⁻¹ *ᵥ residual A b x)

/-- Broyden's first update `B + (y - B s) sᵀ / (sᵀ s)`, for a nonzero step `s`. -/
def secantUpdate (B : Matrix ι ι ℝ) (s y : ι → ℝ) : Matrix ι ι ℝ :=
  B + (s ⬝ᵥ s)⁻¹ • vecMulVec (y - B *ᵥ s) s

/-- One iteration of Broyden's first method on the pair `(x, B)`, for invertible `B` and
nonzero residual at `x`. -/
def broydenMap (A : Matrix ι ι ℝ) (b : ι → ℝ) (p : (ι → ℝ) × Matrix ι ι ℝ) :
    (ι → ℝ) × Matrix ι ι ℝ :=
  (p.1 + fullStep A b p.1 p.2,
    secantUpdate p.2 (fullStep A b p.1 p.2)
      (residual A b (p.1 + fullStep A b p.1 p.2) - residual A b p.1))

/-- The pair `(x_k, B_k)` after `k` iterations from `(x₀, B₀)`. -/
def broyden (A : Matrix ι ι ℝ) (b x₀ : ι → ℝ) (B₀ : Matrix ι ι ℝ) (k : ℕ) :
    (ι → ℝ) × Matrix ι ι ℝ :=
  (broydenMap A b)^[k] (x₀, B₀)

omit [DecidableEq ι] in
lemma residual_add (A : Matrix ι ι ℝ) (b x s : ι → ℝ) :
    residual A b (x + s) = residual A b x + A *ᵥ s := by
  simp only [residual, mulVec_add]
  abel

variable {A : Matrix ι ι ℝ} {b : ι → ℝ} {p : (ι → ℝ) × Matrix ι ι ℝ}

lemma broydenMap_eq {x s : ι → ℝ} {B : Matrix ι ι ℝ} (hB : IsUnit B.det)
    (hs : B *ᵥ s = -residual A b x) :
    broydenMap A b (x, B) = (x + s, secantUpdate B s (A *ᵥ s)) := by
  have h : fullStep A b x B = s := by
    rw [fullStep, ← mulVec_neg, ← hs, mulVec_mulVec, nonsing_inv_mul _ hB, one_mulVec]
  simp only [broydenMap, h, residual_add, add_sub_cancel_left]

/-- The matrix of a planar test problem. -/
def exA : Matrix (Fin 2) (Fin 2) ℝ := !![-1, 0; -1, 6]

/-- The right-hand side of the planar test problem. -/
def exb : Fin 2 → ℝ := ![-1, 0]

/-- For the test problem, started from the origin with the unit matrix, `B_0` to `B_3` are
invertible and the residuals at `x_0` to `x_3` are nonzero. -/
theorem four_steps_needed (k : ℕ) (hk : k < 4) :
    IsUnit (broyden exA exb ![0, 0] !![1, 0; 0, 1] k).2.det ∧
      residual exA exb (broyden exA exb ![0, 0] !![1, 0; 0, 1] k).1 ≠ 0 := by
  have h1 : broydenMap exA exb (![0, 0], !![1, 0; 0, 1]) = (![-1, 0], !![-1, 0; -1, 1]) := by
    rw [broydenMap_eq (s := ![-1, 0]) (by norm_num [det_fin_two_of])
      (by ext i; fin_cases i <;>
            norm_num [residual, exA, exb, mulVec, dotProduct, Fin.sum_univ_two])]
    refine Prod.ext ?_ ?_
    · ext i; fin_cases i <;> norm_num
    · ext i j; fin_cases i <;> fin_cases j <;>
        norm_num [secantUpdate, exA, vecMulVec_apply, mulVec, dotProduct, Fin.sum_univ_two]
  have h2 : broydenMap exA exb (![-1, 0], !![-1, 0; -1, 1]) = (![1, 1], !![-1, 0; 1, 2]) := by
    rw [broydenMap_eq (s := ![2, 1]) (by norm_num [det_fin_two_of])
      (by ext i; fin_cases i <;>
            norm_num [residual, exA, exb, mulVec, dotProduct, Fin.sum_univ_two])]
    refine Prod.ext ?_ ?_
    · ext i; fin_cases i <;> norm_num
    · ext i j; fin_cases i <;> fin_cases j <;>
        norm_num [secantUpdate, exA, vecMulVec_apply, mulVec, dotProduct, Fin.sum_univ_two]
  have h3 : broydenMap exA exb (![1, 1], !![-1, 0; 1, 2]) = (![1, -3/2], !![-1, 0; 1, 6]) := by
    rw [broydenMap_eq (s := ![0, -5/2]) (by norm_num [det_fin_two_of])
      (by ext i; fin_cases i <;>
            norm_num [residual, exA, exb, mulVec, dotProduct, Fin.sum_univ_two])]
    refine Prod.ext ?_ ?_
    · ext i; fin_cases i <;> norm_num
    · ext i j; fin_cases i <;> fin_cases j <;>
        norm_num [secantUpdate, exA, vecMulVec_apply, mulVec, dotProduct, Fin.sum_univ_two]
  interval_cases k
  · simp only [broyden, Function.iterate_zero, id_eq]
    refine ⟨by norm_num [det_fin_two_of], fun h => ?_⟩
    have h := congrFun h 0
    norm_num [residual, exA, exb, mulVec, dotProduct, Fin.sum_univ_two] at h
  · simp only [broyden, Function.iterate_succ_apply, Function.iterate_zero, id_eq, h1]
    refine ⟨by norm_num [det_fin_two_of], fun h => ?_⟩
    have h := congrFun h 0
    norm_num [residual, exA, exb, mulVec, dotProduct, Fin.sum_univ_two] at h
  · simp only [broyden, Function.iterate_succ_apply, Function.iterate_zero, id_eq, h1, h2]
    refine ⟨by norm_num [det_fin_two_of], fun h => ?_⟩
    have h := congrFun h 1
    norm_num [residual, exA, exb, mulVec, dotProduct, Fin.sum_univ_two] at h
  · simp only [broyden, Function.iterate_succ_apply, Function.iterate_zero, id_eq, h1, h2, h3]
    refine ⟨by norm_num [det_fin_two_of], fun h => ?_⟩
    have h := congrFun h 1
    norm_num [residual, exA, exb, mulVec, dotProduct, Fin.sum_univ_two] at h

end

end FourStepsNeeded
```

Compiling this gives:

```
Main.lean:71:7: error: unsolved goals
case «0»
k : ℕ
hk : k < 4
h1 : broydenMap exA exb (![0, 0], !![1, 0; 0, 1]) = (![-1, 0], !![-1, 0; -1, 1])
⊢ -2 = -1 + vecHead (vecHead ∘ ![![-1, 0], ![-1, 6]])

case «1»
k : ℕ
hk : k < 4
h1 : broydenMap exA exb (![0, 0], !![1, 0; 0, 1]) = (![-1, 0], !![-1, 0; -1, 1])
⊢ -1 = vecHead (vecTail (vecHead ∘ ![![-1, 0], ![-1, 6]]))
Main.lean:79:7: error: unsolved goals
case «0»
k : ℕ
hk : k < 4
h1 : broydenMap exA exb (![0, 0], !![1, 0; 0, 1]) = (![-1, 0], !![-1, 0; -1, 1])
h2 : broydenMap exA exb (![-1, 0], !![-1, 0; -1, 1]) = (![1, 1], !![-1, 0; 1, 2])
⊢ 0 = -1 + (-vecHead (vecHead ∘ vecTail ∘ ![![-1, 0], ![-1, 6]]) + -vecHead (vecHead ∘ ![![-1, 0], ![-1, 6]]))

case «1»
k : ℕ
hk : k < 4
h1 : broydenMap exA exb (![0, 0], !![1, 0; 0, 1]) = (![-1, 0], !![-1, 0; -1, 1])
h2 : broydenMap exA exb (![-1, 0], !![-1, 0; -1, 1]) = (![1, 1], !![-1, 0; 1, 2])
⊢ -5 =
    -vecHead (vecTail (vecHead ∘ vecTail ∘ ![![-1, 0], ![-1, 6]])) +
      -vecHead (vecTail (vecHead ∘ ![![-1, 0], ![-1, 6]]))
```

Cause. Both errors come from the check of B s = −f(x), in `h2` and in `h3`. The goals left over are true numerical equations, but `norm_num` has not evaluated entries such as `vecHead (vecHead ∘ ![![-1, 0], ![-1, 6]])`, the top entry of the first column of A. On the right-hand side the product of A with an explicit vector was expanded by columns, before `mulVec` and `dotProduct` could turn it into a sum for a single entry, and the simplifier did not reduce the resulting compositions. The same call succeeds in `h1`, where x is zero and the column terms drop out.

The repair changes the order of work in both places. While the index `i` is still general and `exA` still folded, `simp only` writes each side entry by entry, as sums of products of matrix and vector entries. No matrix-vector product is then left to expand by columns. After `fin_cases i`, `norm_num [exA, exb]` only has to look up explicit entries and do the arithmetic.

The change, after which it compiles:

```diff
@@ -69,6 +69,7 @@
   have h2 : broydenMap exA exb (![-1, 0], !![-1, 0; -1, 1]) = (![1, 1], !![-1, 0; 1, 2]) := by
     rw [broydenMap_eq (s := ![2, 1]) (by norm_num [det_fin_two_of])
-      (by ext i; fin_cases i <;>
-            norm_num [residual, exA, exb, mulVec, dotProduct, Fin.sum_univ_two])]
+      (by ext i
+          simp only [residual, Pi.neg_apply, Pi.sub_apply, mulVec, dotProduct, Fin.sum_univ_two]
+          fin_cases i <;> norm_num [exA, exb])]
     refine Prod.ext ?_ ?_
     · ext i; fin_cases i <;> norm_num
@@ -77,6 +78,7 @@
   have h3 : broydenMap exA exb (![1, 1], !![-1, 0; 1, 2]) = (![1, -3/2], !![-1, 0; 1, 6]) := by
     rw [broydenMap_eq (s := ![0, -5/2]) (by norm_num [det_fin_two_of])
-      (by ext i; fin_cases i <;>
-            norm_num [residual, exA, exb, mulVec, dotProduct, Fin.sum_univ_two])]
+      (by ext i
+          simp only [residual, Pi.neg_apply, Pi.sub_apply, mulVec, dotProduct, Fin.sum_univ_two]
+          fin_cases i <;> norm_num [exA, exb])]
     refine Prod.ext ?_ ?_
     · ext i; fin_cases i <;> norm_num
```
